# Benson's sech² series converges exponentially, with an error of at most 6/54^N after N × N terms

## The series and its truncation

Throughout, $m$ and $n$ are odd positive integers, written $m = 2i+1$ and $n = 2j+1$ with $i, j = 0, 1, 2, \dots$ All quantities in the Lean code are dimensionless.

```lean
import Mathlib

open Real

namespace BensonMadelung

noncomputable section
```

The squared hyperbolic secant is $\operatorname{sech}^2 y = 1/\cosh^2 y$, for any real $y$.

```lean
/-- The squared hyperbolic secant. -/
def sechSq (y : ℝ) : ℝ := 1 / cosh y ^ 2
```

For each pair $(i,j)$ let
$$R_{ij} = \sqrt{(2i+1)^2 + (2j+1)^2}, \qquad t_{ij} = \operatorname{sech}^2\!\left(\tfrac{\pi}{2} R_{ij}\right).$$
In Lean the pair is a single object `p` of type `ℕ × ℕ`, with $i$ = `p.1` and $j$ = `p.2`. Every pair of natural numbers gives exactly one pair of odd positive integers, so no condition of oddness has to be carried along.

```lean
/-- The term of Benson's series for the odd pair `m = 2i+1`, `n = 2j+1`, where `p = (i, j)`. -/
def bensonTerm (p : ℕ × ℕ) : ℝ :=
  sechSq (π / 2 * √((2 * (p.1 : ℝ) + 1) ^ 2 + (2 * (p.2 : ℝ) + 1) ^ 2))
```

Benson's series is
$$B = 12\pi \sum_{i,j \ge 0} t_{ij}.$$
In the point-charge model of rock salt, an infinite perfect lattice of charges $\pm e$ with nearest-neighbour distance $r_0$, the electrostatic energy per ion pair is $-M e^2/(4\pi\varepsilon_0 r_0)$, where $M$ is the Madelung constant, $\varepsilon_0$ the vacuum permittivity and $e$, in this sentence only, the elementary charge. Benson's formula states that $M = B$. The theorems below concern the convergence of $B$ and neither use nor prove that identity.

The symbol `∑'` denotes an unconditional sum, whose value does not depend on the order of the terms.

```lean
/-- Benson's series: `12π` times the sum of the terms over all odd positive pairs. -/
def benson : ℝ := 12 * π * ∑' p, bensonTerm p
```

The truncation $B_N$ keeps the square $i, j < N$, which means $m, n \le 2N-1$. For $N = 0$ it is zero, and for $N = 1$ it has the single term $m = n = 1$.

```lean
/-- Benson's series truncated to the first `N` odd numbers in each direction. -/
def bensonPartial (N : ℕ) : ℝ :=
  12 * π * ∑ p ∈ Finset.range N ×ˢ Finset.range N, bensonTerm p
```

The error bound proved below is expressed in powers of
$$q = e^{-\sqrt2\,\pi}.$$

```lean
/-- The decay factor `q = exp(-√2 π)`. -/
def decay : ℝ := exp (-(√2 * π))
```

## An alternating sum of exponentials equals sech²

For $|r| < 1$, differentiating the geometric series and multiplying by $r$ gives
$$\sum_{k \ge 0} k\, r^k = \frac{r}{(1-r)^2}.$$
Let $x > 0$ and $r = -e^{-x}$, so that $|r| < 1$. Since $(-1)^{k+1} k\, e^{-kx} = -k\, r^k$,
$$\sum_{k\ge 1} (-1)^{k+1} k\, e^{-kx} = \frac{-r}{(1-r)^2} = \frac{e^{-x}}{(1+e^{-x})^2}.$$
Now put $a = e^{x/2}$ and $b = e^{-x/2}$, with $ab = 1$. Then $1 + b^2 = b(a+b)$, and
$$\frac{b^2}{(1+b^2)^2} = \frac{1}{(a+b)^2} = \frac{1}{4\cosh^2(x/2)} = \tfrac14 \operatorname{sech}^2(x/2).$$

The Lean statement has the form `HasSum f s`, which says that the family `f` is summable with sum `s`. Its index starts at $k = 0$, where the term vanishes. In the proof, `hr` is the condition $|r|<1$, `hterm` rewrites the terms as $-k\,r^k$, and `hval` is the algebra with $a$ and $b$, which `generalize` introduces as plain variables.

```lean
/-- For `x > 0` the alternating sum of `k exp(-kx)` equals `sech²(x/2)/4`;
the term `k = 0` is zero. -/
theorem hasSum_alternating {x : ℝ} (hx : 0 < x) :
    HasSum (fun k : ℕ => (-1 : ℝ) ^ (k + 1) * k * exp (-(k * x))) (sechSq (x / 2) / 4) := by
  have hr : ‖-exp (-x)‖ < 1 := by
    rw [norm_neg, Real.norm_eq_abs, abs_of_pos (exp_pos _)]
    exact Real.exp_lt_one_iff.mpr (by linarith)
  -- the differentiated geometric series at a negative ratio
  have h := (hasSum_coe_mul_geometric_of_norm_lt_one hr).neg
  have hterm : (fun k : ℕ => (-1 : ℝ) ^ (k + 1) * k * exp (-(k * x))) =
      fun k : ℕ => -((k : ℝ) * (-exp (-x)) ^ k) := by
    funext k
    have hk : exp (-(k * x)) = exp (-x) ^ k := by
      rw [← Real.exp_nat_mul]
      congr 1
      ring
    rw [hk, neg_pow (exp (-x)) k, pow_succ]
    ring
  have hval : sechSq (x / 2) / 4 = -(-exp (-x) / (1 - -exp (-x)) ^ 2) := by
    have hab : exp (x / 2) * exp (-(x / 2)) = 1 := by
      rw [← Real.exp_add, add_neg_cancel, Real.exp_zero]
    have he : exp (-x) = exp (-(x / 2)) ^ 2 := by
      rw [← Real.exp_nat_mul]
      congr 1
      push_cast
      ring
    have ha := exp_pos (x / 2)
    have hb := exp_pos (-(x / 2))
    rw [sechSq, Real.cosh_eq, he]
    generalize exp (x / 2) = a at *
    generalize exp (-(x / 2)) = b at *
    have hd : 1 - -b ^ 2 = b * (a + b) := by linear_combination -hab
    have hne : a + b ≠ 0 := by positivity
    rw [hd]
    field_simp
    ring
  rw [hterm, hval]
  exact h
```

Setting $x = \pi R_{ij}$ and multiplying by four expands a single term of Benson's series:
$$t_{ij} = 4 \sum_{k \ge 1} (-1)^{k+1} k\, e^{-k\pi R_{ij}}.$$
The hypothesis $x > 0$ holds because $R_{ij} > 0$. The leading exponential, $4e^{-\pi R_{ij}}$, already shows how fast the terms fall off with the length of the vector $(m,n)$.

```lean
/-- Each term of Benson's series is four times an alternating sum of exponentials
in the length of the vector `(2i+1, 2j+1)`. -/
theorem hasSum_bensonTerm (p : ℕ × ℕ) :
    HasSum (fun k : ℕ => 4 * ((-1 : ℝ) ^ (k + 1) * k *
      exp (-(k * (π * √((2 * (p.1 : ℝ) + 1) ^ 2 + (2 * (p.2 : ℝ) + 1) ^ 2))))))
      (bensonTerm p) := by
  have hx : 0 < π * √((2 * (p.1 : ℝ) + 1) ^ 2 + (2 * (p.2 : ℝ) + 1) ^ 2) := by positivity
  have h := (hasSum_alternating hx).mul_left 4
  rwa [mul_div_cancel₀ _ (by norm_num : (4 : ℝ) ≠ 0), mul_div_right_comm] at h
```

## Each factor decays exponentially in m + n

That leading exponential is also an upper bound. For every real $y$,
$$4e^{-2y}\cosh^2 y = \left(e^{-y}(e^y + e^{-y})\right)^2 = (1 + e^{-2y})^2 \ge 1,$$
and division by $\cosh^2 y > 0$ gives $\operatorname{sech}^2 y \le 4e^{-2y}$. The proof clears the denominator with `div_le_iff₀`, uses `key` for the algebraic identity, and leaves the final inequality to `nlinarith`.

```lean
/-- The squared hyperbolic secant is at most `4 exp(-2y)`. -/
theorem sechSq_le (y : ℝ) : sechSq y ≤ 4 * exp (-(2 * y)) := by
  have hab : exp y * exp (-y) = 1 := by
    rw [← Real.exp_add, add_neg_cancel, Real.exp_zero]
  have he : exp (-(2 * y)) = exp (-y) ^ 2 := by
    rw [← Real.exp_nat_mul]
    congr 1
    push_cast
    ring
  have key : 4 * exp (-y) ^ 2 * ((exp y + exp (-y)) / 2) ^ 2 =
      (exp y * exp (-y) + exp (-y) ^ 2) ^ 2 := by ring
  rw [sechSq, div_le_iff₀ (pow_pos (Real.cosh_pos y) 2), he, Real.cosh_eq, key, hab]
  nlinarith [sq_nonneg (exp (-y)), sq_nonneg (exp (-y) ^ 2)]
```

To separate $m$ from $n$ in the exponent, the square root is bounded from below. From
$$m^2 + n^2 - \tfrac12 (m+n)^2 = \tfrac12 (m-n)^2 \ge 0$$
it follows that $\sqrt{m^2+n^2} \ge (m+n)/\sqrt2$. With $y = \tfrac{\pi}{2}\sqrt{m^2+n^2}$ the previous bound becomes
$$\operatorname{sech}^2\!\left(\tfrac{\pi}{2}\sqrt{m^2+n^2}\right) \le 4e^{-\pi\sqrt{m^2+n^2}} \le 4 e^{-\pi(m+n)/\sqrt2}.$$
Lean proves this for all real $m$ and $n$. The first inequality of the derivation is `hsq`, its square root is `hr`, and `hexp` carries it into the exponential.

```lean
/-- The factor `sech²((π/2)√(m²+n²))` is at most `4 exp(-π(m+n)/√2)`. -/
theorem sechSq_sqrt_le (m n : ℝ) :
    sechSq (π / 2 * √(m ^ 2 + n ^ 2)) ≤ 4 * exp (-(π * (m + n) / √2)) := by
  have hsq : ((m + n) / √2) ^ 2 ≤ m ^ 2 + n ^ 2 := by
    rw [div_pow, Real.sq_sqrt (by norm_num)]
    nlinarith [sq_nonneg (m - n)]
  have hr := mul_le_mul_of_nonneg_left
    ((le_abs_self _).trans (Real.abs_le_sqrt hsq)) pi_pos.le
  have hexp : exp (-(2 * (π / 2 * √(m ^ 2 + n ^ 2)))) ≤ exp (-(π * (m + n) / √2)) := by
    apply Real.exp_le_exp.mpr
    rw [mul_div_assoc]
    linarith
  linarith [sechSq_le (π / 2 * √(m ^ 2 + n ^ 2))]
```

## A geometric majorant

The size of $q$ can be bounded with coarse estimates. Since $\sqrt2 \ge 1.4$ and $\pi > 3$, the product $\sqrt2\,\pi$ is at least $4$. Also $e^4 \ge 2.718^4 \ge 54$. Hence
$$0 < q \le e^{-4} \le \tfrac{1}{54}.$$

```lean
/-- The decay factor is positive and at most `1/54`. -/
theorem decay_bounds : 0 < decay ∧ decay ≤ 1 / 54 := by
  refine ⟨exp_pos _, ?_⟩
  have hs : (1.4 : ℝ) ≤ √2 := (le_abs_self _).trans (Real.abs_le_sqrt (by norm_num))
  have h4 : 4 ≤ √2 * π := by nlinarith [Real.pi_gt_three]
  have h54 : (54 : ℝ) ≤ exp 4 := by
    calc (54 : ℝ) ≤ 2.718 ^ 4 := by norm_num
      _ ≤ exp 1 ^ 4 :=
        pow_le_pow_left₀ (by norm_num) (by linarith [Real.exp_one_gt_d9]) 4
      _ = exp 4 := by rw [← Real.exp_nat_mul]; norm_num
  rw [decay, Real.exp_neg, ← one_div]
  exact one_div_le_one_div_of_le (by norm_num) (h54.trans (Real.exp_le_exp.mpr h4))
```

For the odd integers $m = 2i+1$ and $n = 2j+1$,
$$\frac{\pi(m+n)}{\sqrt2} = \frac{2\pi(i+j+1)}{\sqrt2} = \sqrt2\,\pi\,(i+j+1),$$
so the bound on each factor turns into a product of powers of $q$:
$$0 \le t_{ij} \le 4q^{\,i+j+1} = 4q\; q^i q^j.$$
In the proof, `h2` simplifies the exponent and `hq` recognises the powers of $q$.

```lean
/-- Each term of Benson's series lies between zero and a product of two geometric terms. -/
theorem bensonTerm_bounds (p : ℕ × ℕ) :
    0 ≤ bensonTerm p ∧ bensonTerm p ≤ 4 * decay * (decay ^ p.1 * decay ^ p.2) := by
  refine ⟨div_nonneg zero_le_one (sq_nonneg _), ?_⟩
  have hs : √2 * √2 = (2 : ℝ) := Real.mul_self_sqrt (by norm_num)
  have h2 : π * (2 * (p.1 : ℝ) + 1 + (2 * (p.2 : ℝ) + 1)) / √2 =
      √2 * π * (p.1 + p.2 + 1) := by
    rw [div_eq_iff (by positivity)]
    linear_combination (-(π * ((p.1 : ℝ) + p.2 + 1))) * hs
  have hq : exp (-(√2 * π * ((p.1 : ℝ) + p.2 + 1))) =
      decay * (decay ^ p.1 * decay ^ p.2) := by
    rw [decay, ← Real.exp_nat_mul, ← Real.exp_nat_mul, ← Real.exp_add, ← Real.exp_add]
    congr 1
    ring
  have h := sechSq_sqrt_le (2 * (p.1 : ℝ) + 1) (2 * (p.2 : ℝ) + 1)
  rw [h2, hq, ← mul_assoc] at h
  exact h
```

The majorant factorises into two geometric series, and therefore
$$\sum_{i,j\ge0} 4q\,q^i q^j = \frac{4q}{(1-q)^2}.$$
The lemma `HasSum.mul`, used here as `hg.mul hg`, multiplies the two sums once the family of products is known to be summable. That follows from the nonnegativity of the factors.

```lean
/-- The geometric majorant of Benson's series has a closed-form sum. -/
theorem hasSum_majorant :
    HasSum (fun p : ℕ × ℕ => 4 * decay * (decay ^ p.1 * decay ^ p.2))
      (4 * decay * ((1 - decay)⁻¹ * (1 - decay)⁻¹)) := by
  obtain ⟨h0, h1⟩ := decay_bounds
  have hg := hasSum_geometric_of_lt_one h0.le (by linarith : decay < 1)
  exact (hg.mul hg (hg.summable.mul_of_nonneg hg.summable
    (fun n => pow_nonneg h0.le n) (fun n => pow_nonneg h0.le n))).mul_left _
```

## The error of the N × N truncation

Comparison with the majorant proves that Benson's series is summable. Because all terms are nonnegative, $B_N \le B$. The omitted terms $t_{ij}$ add up to at most the omitted part of the majorant, which is its full sum minus its sum over the square:
$$\frac{4q}{(1-q)^2}\left[1 - (1-q^N)^2\right] = \frac{4q\,(2q^N - q^{2N})}{(1-q)^2} \le \frac{8q^{N+1}}{(1-q)^2}.$$
Multiplication by $12\pi$ gives
$$0 \le B - B_N \le \frac{96\pi\, q^{N+1}}{(1-q)^2}.$$

The omitted region needs care. It consists of all pairs with $i \ge N$ or $j \ge N$, an L-shaped set. Multiplying the two one-dimensional tails covers only the pairs with $i \ge N$ and $j \ge N$, and would yield an error of order $q^{2N}$, which is far too optimistic.

The theorem joins two statements: `Summable bensonTerm`, and the two-sided error bound for every natural number $N$, including zero. Its proof avoids sums over the L-shaped set. It applies `sum_le_hasSum` to the nonnegative differences $4q\,q^iq^j - t_{ij}$, whose sum over the square cannot exceed their full sum; rearranged, this is the comparison of tails. The finite geometric sum is `hS`, and `hpos` allows the term with $q^{2N}$ to be discarded.

```lean
/-- Benson's series is summable, and its `N × N` truncation approximates it from below
with an error at most `96π q^(N+1)/(1-q)²`, where `q = exp(-√2 π)`. -/
theorem benson_exponential_convergence :
    Summable bensonTerm ∧ ∀ N : ℕ, 0 ≤ benson - bensonPartial N ∧
      benson - bensonPartial N ≤ 96 * π * decay ^ (N + 1) / (1 - decay) ^ 2 := by
  have hf : Summable bensonTerm := Summable.of_nonneg_of_le
    (fun p => (bensonTerm_bounds p).1) (fun p => (bensonTerm_bounds p).2)
    hasSum_majorant.summable
  refine ⟨hf, fun N => ?_⟩
  obtain ⟨h0, h1⟩ := decay_bounds
  have hne : 1 - decay ≠ 0 := by linarith
  have hlow := hf.sum_le_tsum (Finset.range N ×ˢ Finset.range N)
    (fun p _ => (bensonTerm_bounds p).1)
  -- the tail of the series is at most the tail of the majorant
  have hd : HasSum (fun p : ℕ × ℕ => 4 * decay * (decay ^ p.1 * decay ^ p.2) - bensonTerm p)
      (4 * decay * ((1 - decay)⁻¹ * (1 - decay)⁻¹) - ∑' p, bensonTerm p) :=
    hasSum_majorant.sub hf.hasSum
  have hup := sum_le_hasSum (Finset.range N ×ˢ Finset.range N)
    (fun p _ => sub_nonneg.mpr (bensonTerm_bounds p).2) hd
  have hS : ∑ i ∈ Finset.range N, decay ^ i = (1 - decay ^ N) * (1 - decay)⁻¹ := by
    rw [← div_eq_mul_inv, eq_div_iff hne]
    exact geom_sum_mul_neg decay N
  rw [Finset.sum_sub_distrib, ← Finset.mul_sum, Finset.sum_product,
    ← Finset.sum_mul_sum, hS] at hup
  have hpos : 0 ≤ 4 * decay * ((1 - decay)⁻¹ * decay ^ N) ^ 2 := by positivity
  have htail : ∑' p, bensonTerm p - ∑ p ∈ Finset.range N ×ˢ Finset.range N, bensonTerm p ≤
      8 * decay ^ (N + 1) * (1 - decay)⁻¹ ^ 2 := by
    rw [pow_succ]
    linarith
  have hπ : 0 ≤ 12 * π := by positivity
  rw [benson, bensonPartial, ← mul_sub]
  refine ⟨mul_nonneg hπ (sub_nonneg.mpr hlow), ?_⟩
  refine (mul_le_mul_of_nonneg_left htail hπ).trans_eq ?_
  rw [div_eq_mul_inv, inv_pow]
  ring
```

For a purely numerical bound, use $\pi < 3.15$ and $q \le 1/54$. Then $96\pi q \le 5.6$, while $6(1-q)^2 \ge 6 - 12q > 5.7$, so
$$\frac{96\pi q}{(1-q)^2} \le 6, \qquad B - B_N \le 6q^N \le \frac{6}{54^N}.$$
Enlarging the square by one odd number in each direction thus reduces the guaranteed error by a factor of 54. The true error falls faster: the largest omitted term, with $m = 2N+1$ and $n = 1$ or the reverse, shrinks at each such step by a factor that approaches $e^{2\pi} \approx 535$ for large $N$. With $N = 4$, sixteen terms, the proved bound $6/54^N$ is already below $10^{-6}$, and the true error is smaller still. The bound is for exact real arithmetic and does not include rounding errors in a computed sum.

In Lean, `hc` is the estimate of the prefactor, and the `calc` block splits off one power of $q$ before applying it.

```lean
/-- Benson's series exceeds its `N × N` truncation by at most `6/54^N`. -/
theorem benson_error_le (N : ℕ) : benson - bensonPartial N ≤ 6 * (1 / 54) ^ N := by
  obtain ⟨h0, h1⟩ := decay_bounds
  have hπq : π * decay ≤ 3.15 * (1 / 54) :=
    mul_le_mul Real.pi_lt_d2.le h1 h0.le (by norm_num)
  have hc : 96 * π * decay / (1 - decay) ^ 2 ≤ 6 := by
    rw [div_le_iff₀ (pow_pos (by linarith) 2)]
    nlinarith [sq_nonneg decay]
  calc benson - bensonPartial N
      ≤ 96 * π * decay ^ (N + 1) / (1 - decay) ^ 2 := (benson_exponential_convergence.2 N).2
    _ = 96 * π * decay / (1 - decay) ^ 2 * decay ^ N := by rw [pow_succ]; ring
    _ ≤ 6 * (1 / 54) ^ N :=
      mul_le_mul hc (pow_le_pow_left₀ h0.le h1 N) (pow_nonneg h0.le N) (by norm_num)

end

end BensonMadelung
```

```lean
#print axioms BensonMadelung.hasSum_bensonTerm
#print axioms BensonMadelung.benson_exponential_convergence
#print axioms BensonMadelung.benson_error_le
```

```
'BensonMadelung.hasSum_bensonTerm' depends on axioms: [propext, Classical.choice, Quot.sound]
'BensonMadelung.benson_exponential_convergence' depends on axioms: [propext, Classical.choice, Quot.sound]
'BensonMadelung.benson_error_le' depends on axioms: [propext, Classical.choice, Quot.sound]
```

## Starting from the Coulomb sum

The constant could also have been defined from the crystal itself, as the limit of alternating Coulomb sums over growing cubes centred on one ion. The same error bound would then be a statement about the Madelung constant of rock salt, but its proof would first have to establish that this limit equals $B$. The definition would also need an explicit limit in place of `∑'`, since the Coulomb sum converges only conditionally and its value depends on the order in which the ions are counted.

Combined with Benson's identity, the bound provides a reference value of controlled accuracy for checking Ewald or other lattice-sum codes on an ideal rock-salt lattice of fixed point charges.
